# The squared Frobenius distance from a transition density matrix to a single hole–particle pair

The declaration `frobSq_sub_pair` takes a finite complex matrix T, read as a transition density matrix, and coefficient vectors a and b for a hole and a particle orbital. It states that the squared Frobenius norm of T − abᴴ equals ‖T‖² − 2 Re⟨a, Tb⟩ + ‖a‖²‖b‖², with the Frobenius norm on T and the Euclidean norm on the vectors. Neither T nor the orbitals need be normalised; for unit vectors a and b the last term is 1. The attempt expands the squared modulus entry by entry in `hpt`, writes the real part of the amplitude as a double sum in `hamp`, and then asks `simp only` to match the summed expressions.

The first attempt, which Lean rejects:

```lean
import Mathlib

open Matrix
open scoped ComplexOrder

namespace NaturalTransitionOrbitals

noncomputable section

variable {m n : Type*} [Fintype m] [Fintype n] [DecidableEq m] [DecidableEq n]

/-- The squared norm of an orbital given by its coefficients in an orthonormal basis. -/
def weight {ι : Type*} [Fintype ι] (x : ι → ℂ) : ℝ := ∑ i, ‖x i‖ ^ 2

/-- The squared Frobenius norm of a transition density matrix. -/
def frobSq (T : Matrix m n ℂ) : ℝ := ∑ i, ∑ j, ‖T i j‖ ^ 2

/-- The transition amplitude `⟨u, T v⟩` between a hole orbital `u` and a particle orbital `v`. -/
def amplitude (T : Matrix m n ℂ) (u : m → ℂ) (v : n → ℂ) : ℂ := star u ⬝ᵥ T *ᵥ v

omit [DecidableEq m] [DecidableEq n] in
/-- The squared distance from `T` to the single-pair matrix `a bᴴ`, in terms of the amplitude. -/
theorem frobSq_sub_pair (T : Matrix m n ℂ) (a : m → ℂ) (b : n → ℂ) :
    frobSq (T - vecMulVec a (star b))
      = frobSq T - 2 * (amplitude T a b).re + weight a * weight b := by
  have hpt : ∀ i j, ‖(T - vecMulVec a (star b)) i j‖ ^ 2
      = ‖T i j‖ ^ 2 - 2 * (star (a i) * (T i j * b j)).re + ‖a i‖ ^ 2 * ‖b j‖ ^ 2 := by
    intro i j
    simp only [Matrix.sub_apply, vecMulVec_apply, Pi.star_apply, Complex.sq_norm,
      Complex.normSq_apply, Complex.star_def, Complex.sub_re, Complex.sub_im, Complex.mul_re,
      Complex.mul_im, Complex.conj_re, Complex.conj_im]
    ring
  have hamp : (amplitude T a b).re = ∑ i, ∑ j, (star (a i) * (T i j * b j)).re := by
    simp only [amplitude, dotProduct, Matrix.mulVec, Pi.star_apply, Finset.mul_sum,
      Complex.re_sum]
  rw [hamp]
  simp only [frobSq, weight, hpt, Finset.sum_add_distrib, Finset.sum_sub_distrib,
    Finset.mul_sum, Finset.sum_mul_sum]

end

end NaturalTransitionOrbitals
```

Compiling this gives:

```
Main.lean:25:69: error: unsolved goals
m : Type u_1
n : Type u_2
inst✝¹ : Fintype m
inst✝ : Fintype n
T : Matrix m n ℂ
a : m → ℂ
b : n → ℂ
hpt :
  ∀ (i : m) (j : n),
    ‖(T - vecMulVec a (star b)) i j‖ ^ 2 = ‖T i j‖ ^ 2 - 2 * (star (a i) * (T i j * b j)).re + ‖a i‖ ^ 2 * ‖b j‖ ^ 2
hamp : (amplitude T a b).re = ∑ i, ∑ j, (star (a i) * (T i j * b j)).re
⊢ ∑ x, ∑ x_1, ‖T x x_1‖ ^ 2 - ∑ x, ∑ x_1, 2 * (star (a x) * (T x x_1 * b x_1)).re +
      ∑ x, ∑ x_1, ‖a x‖ ^ 2 * ‖b x_1‖ ^ 2 =
    ∑ i, ∑ j, ‖T i j‖ ^ 2 - ∑ x, ∑ i, 2 * (star (a x) * (T x i * b i)).re + ∑ i, (∑ i, ‖a i‖ ^ 2) * ‖b i‖ ^ 2
Main.lean:38:20: warning: This simp argument is unused:
  Finset.sum_mul_sum

Hint: Omit it from the simp argument list.
  [apply] simp only [frobSq, weight, hpt, Finset.sum_add_distrib, Finset.sum_sub_distrib, Finset.mul_sum]

Note: This linter can be disabled with `set_option linter.unusedSimpArgs false`
```

Fix (accepted with no message):

```diff
@@ -34,7 +34,9 @@
     simp only [amplitude, dotProduct, Matrix.mulVec, Pi.star_apply, Finset.mul_sum,
       Complex.re_sum]
-  rw [hamp]
-  simp only [frobSq, weight, hpt, Finset.sum_add_distrib, Finset.sum_sub_distrib,
-    Finset.mul_sum, Finset.sum_mul_sum]
+  have hprod : weight a * weight b = ∑ i, ∑ j, ‖a i‖ ^ 2 * ‖b j‖ ^ 2 := by
+    unfold weight
+    rw [Finset.sum_mul_sum]
+  rw [hamp, hprod]
+  simp only [frobSq, hpt, Finset.sum_add_distrib, Finset.sum_sub_distrib, Finset.mul_sum]
 
 end
```

What went wrong. The error shows that only the last term fails to match. On the left it is a double sum of `‖a x‖ ^ 2 * ‖b x_1‖ ^ 2`; on the right it is a single sum over the index of `b`, with the whole sum over `a` still a factor inside.

`Finset.mul_sum` caused this. It moved the left factor of `weight a * weight b` into the sum over `b`, after which the expression was no longer a product of two sums, the form `Finset.sum_mul_sum` needs. The warning confirms that `Finset.sum_mul_sum` was never used.

The repair proves the product formula separately as `hprod`, where `unfold weight` exposes the two sums and `Finset.sum_mul_sum` is the only rewrite, so it gives the double sum in the required order. Rewriting with `hprod` before the final `simp only` leaves no product of sums for `Finset.mul_sum` to break up; that lemma is still there to carry the factor 2 into the amplitude's sums. Dropping `weight` and `Finset.sum_mul_sum` from the final call is tidying, since `hprod` has already done their work.
